# A lower bound to the stable direct ring coupled-cluster energy from a negative semidefinite residual

A direct ring coupled-cluster iteration stopped early returns an energy that may lie above or below the converged value, and the norm of the residual does not say which. For symmetric amplitudes and a positive semidefinite coupling, a negative semidefinite residual matrix puts the energy at or below that of the stable solution.

## The bound on amplitudes and energy

In the direct ring model, which leaves out exchange in the coupling, let $D$ be the diagonal matrix of orbital gaps, $K$ the real positive semidefinite matrix of Coulomb integrals $(ia|jb)$ between particle-hole channels of real spin orbitals, and $T$ a real symmetric amplitude matrix. The residual and energy are

$$R(T)=K+(D+K)T+T(D+K)+TKT,\qquad E(T)=\tfrac12\mathrm{Tr}(KT).$$

Let $S$ be a symmetric solution of $R(S)=0$ for which all eigenvalues of $A=D+K+KS$ have positive real part. In the direct random-phase approximation these eigenvalues are the excitation energies, so the condition selects the root built from the positive-frequency modes. Then

$$R(T)\le 0\;\Longrightarrow\; T\le S\ \text{ and }\ E(T)\le E(S),$$

where matrix inequalities refer to quadratic forms. Below, a superscript $T$ denotes the transpose.

For one channel with gap $d>0$ and coupling $\kappa>0$, the residual $\kappa t^2+2(d+\kappa)t+\kappa$ is an upward parabola. It is nonpositive between its roots, and the stable root is the upper one, $t=s$, where $d+\kappa+\kappa s=\sqrt{d(d+2\kappa)}$.

## Using the sign of the residual in a code

A code can use this implication to report $E(T)$ from unconverged amplitudes as a lower bound. It symmetrises $T$, forms $W=KT$ and $R(T)=K+(D+K)T+T(D+K)+TW$, and computes the largest eigenvalue of $R(T)$. If that is nonpositive, $\mathrm{Tr}(W)/2$ is the bound. If it is positive, as at the start $T=0$ where $R=K$, the theorem gives no bound. $S$ itself is not needed numerically. With positive orbital gaps and positive semidefinite $K$ a stable $S$ always exists, a standard fact that the Lean code assumes and does not prove.

## From the residual to the energy

**Difference of residuals.** Put $X=T-S$. Since $TKT-SKS=SKX+XKS+XKX$ and $A^T=D+K+SK$,

$$R(T)-R(S)=A^TX+XA+XKX.$$

This is `residual_sub`, where `noncomm_ring` does the expansion. With $R(S)=0$, $R(T)\le0$ and $XKX\ge0$, it gives $A^TX+XA\le0$.

**Cayley transform.** As $-1$ is not an eigenvalue of $A$, the matrix $C=(A-1)(A+1)^{-1}$ exists. An eigenvalue $z$ of $A$ becomes $w=(z-1)/(z+1)$, with

$$1-|w|^2=\frac{4\,\mathrm{Re}\,z}{|z+1|^2}>0.$$

`cayley_spectrum` proves $|w|<1$ by solving for $z$ in terms of $w$. Gelfand's formula then bounds $\|C^k\|$ by a geometric sequence for large $k$ (`norm_pow_tendsto_zero`), so $C^kx\to0$ for every real vector $x$ (`pow_mulVec_tendsto`).

**Sign of $X$.** For any $y$, write $y=(A+1)u$, so $Cy=(A-1)u$. Then

$$(Cy)^TX(Cy)-y^TXy=-2u^T(A^TX+XA)u\ge0.$$

Induction gives $x^TXx\le(C^kx)^TX(C^kx)$, whose right side tends to zero. Hence $X\le0$. In `lyapunov_nonpos` these are `step`, `iter` and the closing `ge_of_tendsto'`; `trial_amplitude_le` combines this with the residual identity.

**Energy.** Put $P=S-T\ge0$ and $K=B^TB$. Then $\mathrm{Tr}(KP)=\mathrm{Tr}(BPB^T)\ge0$, so $E(S)-E(T)\ge0$. `trace_mul_nonneg` treats $K$ as a sum of such products, and `ringEnergy_lower_bound` finishes with `linarith`.

```lean
import Mathlib

open Matrix Filter Topology
open scoped NNReal ENNReal

namespace RingCoupledClusterBound

noncomputable section

variable {n : Type*} [Fintype n] [DecidableEq n]

/-- The residual of the direct ring coupled-cluster equation (without exchange) at the amplitudes
`T`. -/
def ringResidual (D K T : Matrix n n ℝ) : Matrix n n ℝ :=
  K + (D + K) * T + T * (D + K) + T * K * T

/-- The ring energy expression `Tr(KT)/2`. -/
def ringEnergy (K T : Matrix n n ℝ) : ℝ := (K * T).trace / 2

/-- The matrix `D + K + KS` that governs the linearised ring equation at `S`. -/
def stabilityMatrix (D K S : Matrix n n ℝ) : Matrix n n ℝ := D + K + K * S

/-- All complex eigenvalues of the real matrix `A` have positive real part. -/
def IsStable (A : Matrix n n ℝ) : Prop :=
  ∀ z ∈ spectrum ℂ (Complex.ofRealHom.mapMatrix A), 0 < z.re

/-- For symmetric `D`, `K` and `S`, the difference of two residuals is a Lyapunov term plus
a quadratic term in the difference of the amplitudes. -/
theorem residual_sub {D K S : Matrix n n ℝ} (hD : D.IsSymm) (hK : K.IsSymm)
    (hS : S.IsSymm) (T : Matrix n n ℝ) :
    ringResidual D K T - ringResidual D K S =
      (stabilityMatrix D K S)ᵀ * (T - S) + (T - S) * stabilityMatrix D K S
        + (T - S) * K * (T - S) := by
  simp only [ringResidual, stabilityMatrix, transpose_add, transpose_mul, hD.eq, hK.eq, hS.eq]
  noncomm_ring

/-- In a finite-dimensional complex normed algebra, the powers of an element whose spectrum lies
inside the open unit disc tend to zero. -/
theorem norm_pow_tendsto_zero {R : Type*} [NormedRing R] [NormedAlgebra ℂ R]
    [FiniteDimensional ℂ R] (a : R) (h : ∀ z ∈ spectrum ℂ a, ‖z‖ < 1) :
    Tendsto (fun k : ℕ => ‖a ^ k‖) atTop (𝓝 0) := by
  rcases subsingleton_or_nontrivial R with hR | hR
  · have h0 : ∀ k : ℕ, a ^ k = 0 := fun k => Subsingleton.elim _ _
    simp [h0]
  have : CompleteSpace R := FiniteDimensional.complete ℂ R
  have hr : spectralRadius ℂ a < ((1 : ℝ≥0) : ℝ≥0∞) :=
    spectrum.spectralRadius_lt_of_forall_lt a (fun z hz => by exact_mod_cast h z hz)
  obtain ⟨r, hr1, hr2⟩ := ENNReal.lt_iff_exists_nnreal_btwn.mp hr
  have hr3 : r < 1 := by exact_mod_cast hr2
  -- Gelfand's formula bounds the powers by a geometric sequence
  have hev := (spectrum.pow_nnnorm_pow_one_div_tendsto_nhds_spectralRadius
    a).eventually_lt_const hr1
  refine squeeze_zero' (Eventually.of_forall fun k => norm_nonneg _) ?_
    (tendsto_pow_atTop_nhds_zero_of_lt_one r.coe_nonneg (by exact_mod_cast hr3))
  filter_upwards [hev, eventually_gt_atTop 0] with k hk hk0
  have hk' : (0 : ℝ) < k := by exact_mod_cast hk0
  have h2 := ENNReal.rpow_le_rpow hk.le hk'.le
  rw [← ENNReal.rpow_mul, one_div_mul_cancel hk'.ne', ENNReal.rpow_one,
    ENNReal.rpow_natCast] at h2
  have h3 : ‖a ^ k‖₊ ≤ r ^ k := by exact_mod_cast h2
  exact_mod_cast h3

/-- If the spectrum of `a` lies in the open right half-plane and `b` is the inverse of `a + 1`,
the Cayley transform `(a - 1) b` has its spectrum inside the open unit disc. -/
theorem cayley_spectrum {R : Type*} [Ring R] [Algebra ℂ R] {a b : R}
    (hab : (a + 1) * b = 1) (hba : b * (a + 1) = 1)
    (h : ∀ z ∈ spectrum ℂ a, 0 < z.re) : ∀ w ∈ spectrum ℂ ((a - 1) * b), ‖w‖ < 1 := by
  intro w hw
  by_contra hn
  have hb : IsUnit b := ⟨⟨b, a + 1, hba, hab⟩, rfl⟩
  have e0 : algebraMap ℂ R w - (a - 1) * b
      = (1 + algebraMap ℂ R w - (1 - algebraMap ℂ R w) * a) * b := by
    calc _ = algebraMap ℂ R w * ((a + 1) * b) - (a - 1) * b := by rw [hab, mul_one]
      _ = _ := by noncomm_ring
  rw [spectrum.mem_iff, e0] at hw
  apply hw
  by_cases h1 : w = 1
  · have e2 : 1 + algebraMap ℂ R w - (1 - algebraMap ℂ R w) * a = algebraMap ℂ R 2 := by
      rw [h1, map_one, sub_self, zero_mul, sub_zero, ← one_add_one_eq_two, map_add, map_one]
    rw [e2]
    exact ((IsUnit.mk0 (2 : ℂ) two_ne_zero).map (algebraMap ℂ R)).mul hb
  have hw1 : 1 - w ≠ 0 := sub_ne_zero.mpr (Ne.symm h1)
  obtain ⟨z, hz⟩ : ∃ z : ℂ, (1 - w) * z = 1 + w := ⟨(1 + w) / (1 - w), by field_simp⟩
  have e1 : 1 + algebraMap ℂ R w - (1 - algebraMap ℂ R w) * a
      = algebraMap ℂ R (1 - w) * (algebraMap ℂ R z - a) := by
    rw [mul_sub, ← map_mul, hz, map_add, map_sub, map_one]
  rw [e1]
  refine (((IsUnit.mk0 _ hw1).map (algebraMap ℂ R)).mul ?_).mul hb
  by_contra hu
  have hz0 := h z (spectrum.mem_iff.mpr hu)
  -- the preimage `z` of `w` has positive real part only if `w` is in the disc
  have hre := congrArg Complex.re hz
  have him := congrArg Complex.im hz
  simp only [Complex.mul_re, Complex.mul_im, Complex.sub_re, Complex.sub_im, Complex.add_re,
    Complex.add_im, Complex.one_re, Complex.one_im] at hre him
  have hp := mul_pos hz0 (Complex.normSq_pos.mpr hw1)
  have hq : z.re * Complex.normSq (1 - w) = 1 - ‖w‖ ^ 2 := by
    rw [Complex.sq_norm, Complex.normSq_apply, Complex.normSq_apply]
    simp only [Complex.sub_re, Complex.sub_im, Complex.one_re, Complex.one_im]
    linear_combination (1 - w.re) * hre - w.im * him
  nlinarith [not_lt.mp hn]

attribute [local instance] Matrix.linftyOpNormedRing Matrix.linftyOpNormedAlgebra in
/-- Repeated application of a real matrix with all complex eigenvalues inside the open unit
disc sends every vector to zero. -/
theorem pow_mulVec_tendsto (C : Matrix n n ℝ)
    (hC : ∀ w ∈ spectrum ℂ (Complex.ofRealHom.mapMatrix C), ‖w‖ < 1) (x : n → ℝ) :
    Tendsto (fun k : ℕ => C ^ k *ᵥ x) atTop (𝓝 0) := by
  rw [tendsto_pi_nhds]
  intro i
  have h1 := (norm_pow_tendsto_zero (Complex.ofRealHom.mapMatrix C) hC).mul_const
    ‖fun j => (x j : ℂ)‖
  rw [zero_mul] at h1
  refine squeeze_zero_norm (fun k => ?_) h1
  have e : ((Complex.ofRealHom.mapMatrix C) ^ k *ᵥ fun j => (x j : ℂ)) i
      = (((C ^ k *ᵥ x) i : ℝ) : ℂ) := by
    rw [← map_pow]
    simp [Matrix.mulVec, dotProduct]
  calc ‖(C ^ k *ᵥ x) i‖
      = ‖((Complex.ofRealHom.mapMatrix C) ^ k *ᵥ fun j => (x j : ℂ)) i‖ := by
        rw [e, Complex.norm_real]
    _ ≤ ‖(Complex.ofRealHom.mapMatrix C) ^ k *ᵥ fun j => (x j : ℂ)‖ := norm_le_pi_norm _ i
    _ ≤ _ := Matrix.linfty_opNorm_mulVec _ _

/-- Lyapunov inequality: if all eigenvalues of `A` have positive real part and the quadratic
form of `AᵀX + XA` is nowhere positive, then neither is that of `X`. -/
theorem lyapunov_nonpos {A X : Matrix n n ℝ} (hA : IsStable A)
    (h : ∀ u, u ⬝ᵥ (Aᵀ * X + X * A) *ᵥ u ≤ 0) (x : n → ℝ) : x ⬝ᵥ X *ᵥ x ≤ 0 := by
  let φ := (Complex.ofRealHom).mapMatrix (m := n)
  have hu : IsUnit (φ (A + 1)) := by
    by_contra hn
    have hm : (-1 : ℂ) ∈ spectrum ℂ (φ A) := by
      rw [spectrum.mem_iff]
      have e : algebraMap ℂ (Matrix n n ℂ) (-1) - φ A = -φ (A + 1) := by
        rw [map_neg, map_one, map_add, map_one]
        abel
      rwa [e, IsUnit.neg_iff]
    have := hA _ hm
    norm_num at this
  have hdet : IsUnit (A + 1).det := by
    rw [isUnit_iff_ne_zero]
    intro h0
    have h1 : (φ (A + 1)).det = 0 := by
      rw [← RingHom.map_det, h0, map_zero]
    exact ((Matrix.isUnit_iff_isUnit_det _).mp hu).ne_zero h1
  obtain ⟨B, hAB, hBA⟩ : ∃ B, (A + 1) * B = 1 ∧ B * (A + 1) = 1 :=
    ⟨_, mul_nonsing_inv _ hdet, nonsing_inv_mul _ hdet⟩
  have hC : ∀ w ∈ spectrum ℂ (φ ((A - 1) * B)), ‖w‖ < 1 := by
    rw [map_mul, map_sub, map_one]
    refine cayley_spectrum ?_ ?_ hA
    · rw [← map_one φ, ← map_add, ← map_mul, hAB]
    · rw [← map_one φ, ← map_add, ← map_mul, hBA]
  -- one Cayley step does not lower the quadratic form
  have step : ∀ y, y ⬝ᵥ X *ᵥ y ≤ (((A - 1) * B) *ᵥ y) ⬝ᵥ X *ᵥ (((A - 1) * B) *ᵥ y) := by
    intro y
    obtain ⟨u, hu⟩ : ∃ u, u = B *ᵥ y := ⟨_, rfl⟩
    have hy : y = A *ᵥ u + u := by
      have h1 : (A + 1) *ᵥ u = y := by rw [hu, mulVec_mulVec, hAB, one_mulVec]
      rw [← h1, add_mulVec, one_mulVec]
    have hCy : ((A - 1) * B) *ᵥ y = A *ᵥ u - u := by
      rw [← mulVec_mulVec, ← hu, sub_mulVec, one_mulVec]
    have h2 := h u
    rw [add_mulVec, dotProduct_add, ← mulVec_mulVec, ← mulVec_mulVec,
      dotProduct_mulVec u Aᵀ, vecMul_transpose] at h2
    rw [hCy, hy]
    simp only [mulVec_add, mulVec_sub, dotProduct_add, add_dotProduct, dotProduct_sub,
      sub_dotProduct]
    linarith
  have iter : ∀ k : ℕ, x ⬝ᵥ X *ᵥ x
      ≤ (((A - 1) * B) ^ k *ᵥ x) ⬝ᵥ X *ᵥ (((A - 1) * B) ^ k *ᵥ x) := by
    intro k
    induction k with
    | zero => simp
    | succ k ih =>
      rw [pow_succ', ← mulVec_mulVec]
      exact ih.trans (step _)
  -- the iterates vanish in the limit
  have hq : Continuous fun y : n → ℝ => y ⬝ᵥ X *ᵥ y := by
    simp only [dotProduct, Matrix.mulVec]
    fun_prop
  have hlim := (hq.tendsto 0).comp (pow_mulVec_tendsto _ hC x)
  rw [zero_dotProduct] at hlim
  exact ge_of_tendsto' hlim iter

/-- Let `D` be symmetric, `K` positive semidefinite and `S` a symmetric stable solution of the
ring equation. Every symmetric `T` with negative semidefinite residual satisfies `T ≤ S`. -/
theorem trial_amplitude_le {D K S T : Matrix n n ℝ} (hD : D.IsSymm) (hK : K.PosSemidef)
    (hS : S.IsSymm) (hS0 : ringResidual D K S = 0) (hA : IsStable (stabilityMatrix D K S))
    (hT : T.IsSymm) (hR : (-ringResidual D K T).PosSemidef) : (S - T).PosSemidef := by
  have hKs : K.IsSymm := by
    rw [Matrix.IsSymm, ← conjTranspose_eq_transpose_of_trivial]
    exact hK.1
  have hid := residual_sub hD hKs hS T
  rw [hS0, sub_zero] at hid
  have hQ := hK.conjTranspose_mul_mul_same (T - S)
  rw [conjTranspose_eq_transpose_of_trivial, transpose_sub, hT.eq, hS.eq] at hQ
  refine PosSemidef.of_dotProduct_mulVec_nonneg ?_ fun x => ?_
  · rw [Matrix.IsHermitian, conjTranspose_eq_transpose_of_trivial, transpose_sub, hS.eq, hT.eq]
  have hl := lyapunov_nonpos (X := T - S) hA (fun y => by
    have e : (stabilityMatrix D K S)ᵀ * (T - S) + (T - S) * stabilityMatrix D K S
        = -(-ringResidual D K T + (T - S) * K * (T - S)) := by
      rw [hid]
      abel
    have hy := (hR.add hQ).dotProduct_mulVec_nonneg y
    rw [star_trivial] at hy
    rw [e, neg_mulVec, dotProduct_neg]
    linarith) x
  rw [star_trivial, ← neg_sub T S, neg_mulVec, dotProduct_neg]
  linarith

open scoped MatrixOrder in
/-- The trace of a product of two real positive semidefinite matrices is nonnegative. -/
theorem trace_mul_nonneg {K P : Matrix n n ℝ} (hK : K.PosSemidef) (hP : P.PosSemidef) :
    0 ≤ (K * P).trace := by
  have h0 : 0 ≤ K := Matrix.le_iff.mpr (by rwa [sub_zero])
  rw [StarOrderedRing.nonneg_iff] at h0
  clear hK
  -- `K` is a sum of terms `BᴴB`
  induction h0 using AddSubmonoid.closure_induction with
  | mem x hx =>
    obtain ⟨B, rfl⟩ := hx
    change 0 ≤ (Bᴴ * B * P).trace
    rw [← trace_mul_cycle B P Bᴴ]
    exact (hP.mul_mul_conjTranspose_same B).trace_nonneg
  | zero => simp
  | add x y _ _ hx hy =>
    rw [Matrix.add_mul, trace_add]
    exact add_nonneg hx hy

/-- Let `D` be symmetric, `K` positive semidefinite and `S` a symmetric stable solution of the
ring equation. For every symmetric `T` with negative semidefinite residual, `Tr(KT)/2` is a
lower bound to the ring energy `Tr(KS)/2`. -/
theorem ringEnergy_lower_bound {D K S T : Matrix n n ℝ} (hD : D.IsSymm) (hK : K.PosSemidef)
    (hS : S.IsSymm) (hS0 : ringResidual D K S = 0) (hA : IsStable (stabilityMatrix D K S))
    (hT : T.IsSymm) (hR : (-ringResidual D K T).PosSemidef) :
    ringEnergy K T ≤ ringEnergy K S := by
  have hP := trial_amplitude_le hD hK hS hS0 hA hT hR
  have h := trace_mul_nonneg hK hP
  rw [Matrix.mul_sub, trace_sub] at h
  unfold ringEnergy
  linarith

open scoped MatrixOrder in
/-- For symmetric `D` and positive semidefinite `K`, the ring equation has at most one
symmetric stable solution. -/
theorem stable_solution_unique {D K S T : Matrix n n ℝ} (hD : D.IsSymm) (hK : K.PosSemidef)
    (hS : S.IsSymm) (hS0 : ringResidual D K S = 0) (hA : IsStable (stabilityMatrix D K S))
    (hT : T.IsSymm) (hT0 : ringResidual D K T = 0) (hB : IsStable (stabilityMatrix D K T)) :
    S = T := by
  have h1 := trial_amplitude_le hD hK hS hS0 hA hT (by rw [hT0, neg_zero]; exact .zero)
  have h2 := trial_amplitude_le hD hK hT hT0 hB hS (by rw [hS0, neg_zero]; exact .zero)
  exact le_antisymm (Matrix.le_iff.mpr h2) (Matrix.le_iff.mpr h1)

/-- The two-channel matrix with all four entries equal to `c`. -/
def uniform (c : ℝ) : Matrix (Fin 2) (Fin 2) ℝ := !![c, c; c, c]

/-- A two-channel matrix with equal nonnegative entries is positive semidefinite. -/
theorem uniform_posSemidef {c : ℝ} (hc : 0 ≤ c) : (uniform c).PosSemidef := by
  refine PosSemidef.of_dotProduct_mulVec_nonneg ?_ fun x => ?_
  · ext i j
    fin_cases i <;> fin_cases j <;> simp [uniform]
  · have e : star x ⬝ᵥ uniform c *ᵥ x = c * (x 0 + x 1) ^ 2 := by
      simp [uniform, Matrix.mulVec, dotProduct, Fin.sum_univ_two]
      ring
    rw [e]
    positivity

/-- With unit gaps and uniform coupling 2, the residual at uniform amplitudes `t` is uniform,
with entries `2 + 10 t + 8 t ^ 2`. -/
theorem uniform_residual (t : ℝ) :
    ringResidual 1 (uniform 2) (uniform t) = uniform (2 + 10 * t + 8 * t ^ 2) := by
  ext i j
  simp only [ringResidual, uniform, Matrix.one_fin_two, Matrix.add_apply, Matrix.mul_apply,
    Fin.sum_univ_two]
  fin_cases i <;> fin_cases j <;> simp <;> ring

/-- Unit gaps, uniform coupling 2, the solution with entries `-1/4` and the trial amplitudes
with entries `-1/2` meet all conditions of the lower bound, with a nonzero trial residual. -/
theorem ringEnergy_lower_bound_witness :
    (1 : Matrix (Fin 2) (Fin 2) ℝ).IsSymm ∧ (uniform 2).PosSemidef ∧
      (uniform (-1 / 4)).IsSymm ∧ ringResidual 1 (uniform 2) (uniform (-1 / 4)) = 0 ∧
      IsStable (stabilityMatrix 1 (uniform 2) (uniform (-1 / 4))) ∧
      (uniform (-1 / 2)).IsSymm ∧
      (-ringResidual 1 (uniform 2) (uniform (-1 / 2))).PosSemidef ∧
      ringResidual 1 (uniform 2) (uniform (-1 / 2)) ≠ 0 := by
  have hsym : ∀ c, (uniform c).IsSymm := fun c => by
    ext i j
    fin_cases i <;> fin_cases j <;> simp [uniform]
  refine ⟨transpose_one, uniform_posSemidef (by norm_num), hsym _, ?_, ?_, hsym _, ?_, ?_⟩
  · rw [uniform_residual]
    ext i j
    fin_cases i <;> fin_cases j <;> norm_num [uniform]
  · have e : stabilityMatrix 1 (uniform 2) (uniform (-1 / 4)) = !![2, 1; 1, 2] := by
      ext i j
      fin_cases i <;> fin_cases j <;>
        norm_num [stabilityMatrix, uniform, Matrix.mul_apply, Fin.sum_univ_two, Matrix.one_apply]
    intro z hz
    rw [e, spectrum.mem_iff, Matrix.isUnit_iff_isUnit_det, isUnit_iff_ne_zero, not_not] at hz
    -- the characteristic polynomial has the roots 1 and 3
    have hd : (z - 1) * (z - 3) = 0 := by
      rw [← hz, det_fin_two]
      simp [Matrix.algebraMap_matrix_apply]
      ring
    rcases mul_eq_zero.mp hd with h | h
    · rw [sub_eq_zero.mp h]
      norm_num
    · rw [sub_eq_zero.mp h]
      norm_num
  · have e : -ringResidual 1 (uniform 2) (uniform (-1 / 2)) = uniform 1 := by
      rw [uniform_residual]
      ext i j
      fin_cases i <;> fin_cases j <;> norm_num [uniform]
    rw [e]
    exact uniform_posSemidef zero_le_one
  · intro h
    have h0 := congrFun (congrFun h 0) 0
    rw [uniform_residual] at h0
    norm_num [uniform] at h0

/-- With unit gaps and uniform coupling 2, the amplitudes with entries `-1` solve the ring equation,
and their energy lies below the trial value at entries `-1/2`. -/
theorem other_root_below_trial :
    ringResidual 1 (uniform 2) (uniform (-1)) = 0 ∧
      ringEnergy (uniform 2) (uniform (-1)) < ringEnergy (uniform 2) (uniform (-1 / 2)) := by
  constructor
  · rw [uniform_residual]
    ext i j
    fin_cases i <;> fin_cases j <;> norm_num [uniform]
  · norm_num [ringEnergy, uniform, Matrix.trace_fin_two, Matrix.mul_apply, Fin.sum_univ_two]

end

end RingCoupledClusterBound
```

```lean
#print axioms RingCoupledClusterBound.ringEnergy_lower_bound
#print axioms RingCoupledClusterBound.stable_solution_unique
#print axioms RingCoupledClusterBound.other_root_below_trial
```

```
'RingCoupledClusterBound.ringEnergy_lower_bound' depends on axioms: [propext, Classical.choice, Quot.sound]
'RingCoupledClusterBound.stable_solution_unique' depends on axioms: [propext, Classical.choice, Quot.sound]
'RingCoupledClusterBound.other_root_below_trial' depends on axioms: [propext, Classical.choice, Quot.sound]
```

## Scope of the certificate

In `ringEnergy_lower_bound`, the finite type `n` labels the channels and all matrices are real. `D` need only be symmetric, which includes positive diagonal gaps. `IsStable` tests the spectrum of the matrix regarded as complex. The condition $R(T)\le0$ reads `(-ringResidual D K T).PosSemidef`, and $T\le S$ reads `(S - T).PosSemidef`.

The existence of a stable `S` is assumed; `stable_solution_unique` shows that there is at most one. The bound concerns the ring energy of this finite real model, not the exact correlation energy, and does not say how large $E(S)-E(T)$ is. Rounding is not modelled, so a computed eigenvalue near zero needs an error margin before its sign is trusted.

`ringEnergy_lower_bound_witness` supplies a two-channel example with unit gaps and all entries of $K$ equal to 2. The stable solution has entries $-1/4$ and energy $-1$; the trial has entries $-1/2$, residual entries $-1$ and energy $-2$. Amplitudes with entries $-1$ also solve the equation, at energy $-4$, below the trial value (`other_root_below_trial`). There $A$ has eigenvalues $1$ and $-3$, so a root with only some eigenvalues in the right half-plane need not obey the bound.
